# Continuous, nonzero scale-covariant functions are homogeneous

Two particles at distance x > 0 have the interaction energy f(x). Suppose that doubling the distance multiplies the energy by a number g(2) that is the same at every distance, and that quadrupling it multiplies the energy by g(4). Doubling twice is quadrupling, so

g(4) f(x) = f(4x) = g(2) f(2x) = g(2)² f(x).

At any distance where f(x) ≠ 0 this gives g(4) = g(2)². For f(x) = 1/x the two factors are 1/2 and 1/4. Further doublings give g(2ⁿ) = g(2)ⁿ, and if g(2) is positive and written as 2^k, this reads g(2ⁿ) = (2ⁿ)^k: a power law at the powers of two.

If the same rule holds for every factor t > 0, and f is continuous and not identically zero, then g(t) = t^k for all t > 0 and f(x) = f(1) x^k, with one real exponent k. The argument works equally well for many particles. Let x be a configuration, a vector in a real normed space E, let C be the set of allowed configurations, and let F(x) be the quantity of interest. The code names these `E`, `C` and `F`, and the factor `g`.

```lean
import Mathlib

open Set

namespace ScaleCovariance

noncomputable section

variable {E : Type*} [NormedAddCommGroup E] [NormedSpace ℝ E]
  {C : Set E} {F : E → ℝ} {g : ℝ → ℝ}
```

## Dilations and the scaling assumption

A dilation replaces x by t x, which stretches all coordinates about the origin by t > 0. For a molecule, the nuclear positions must then be part of x, since nuclei held fixed away from the origin set a length of their own. The allowed set has to contain t x whenever it contains x. It need not be all of E, so configurations where a potential is singular can be left out.

```lean
/-- A set of configurations is scale closed if every dilation by a positive factor
maps it into itself. -/
def ScaleClosed (C : Set E) : Prop :=
  ∀ t : ℝ, 0 < t → ∀ x ∈ C, t • x ∈ C
```

The physical assumption is that a dilation changes F only by a factor that doesn't depend on the configuration:

F(t x) = g(t) F(x) for all t > 0 and x in C.

Nothing else is assumed about g: it may be any real function, and its values at t ≤ 0 play no role. The relation is required exactly and at all scales, whereas a real interaction may obey it only over a range of distances.

```lean
/-- `F` is scale covariant on `C` with factor `g` if dilating a configuration in `C` by `t > 0`
multiplies the value of `F` by `g t`. -/
def ScaleCovariant (C : Set E) (F : E → ℝ) (g : ℝ → ℝ) : Prop :=
  ∀ t : ℝ, 0 < t → ∀ x ∈ C, F (t • x) = g t * F x
```

## Successive dilations multiply their factors

Choose x in C with F(x) ≠ 0. For s, t > 0,

g(st) F(x) = F(s (t x)) = g(s) F(t x) = g(s) g(t) F(x),

and division by F(x) gives g(st) = g(s) g(t). The middle step uses the relation at t x, which is allowed because C is scale closed. If F vanished throughout C, the relation would say nothing about g.

```lean
/-- If `F` is scale covariant on a scale-closed set and not identically zero there, the factors
of successive dilations multiply. -/
theorem factor_mul (hC : ScaleClosed C) (h : ScaleCovariant C F g)
    (hF : ∃ x ∈ C, F x ≠ 0) {s t : ℝ} (hs : 0 < s) (ht : 0 < t) :
    g (s * t) = g s * g t := by
  obtain ⟨x, hx, hne⟩ := hF
  apply mul_right_cancel₀ hne
  rw [← h (s * t) (mul_pos hs ht) x hx, mul_smul, h s hs _ (hC t ht x hx), h t ht x hx,
    mul_assoc]
```

## The factor is positive

The dilation by 1 changes nothing, so g(1) = 1. Undoing a dilation gives

g(t) g(1/t) = g(1) = 1,

hence g(t) ≠ 0. Every dilation is also another one performed twice:

g(t) = g(√t)² ≥ 0.

Together these give g(t) > 0. The proof establishes the three facts in this order, as `h1`, `hinv` and `hsq`.

```lean
/-- If `F` is scale covariant on a scale-closed set and not identically zero there, the factor
of every dilation is positive. -/
theorem factor_pos (hC : ScaleClosed C) (h : ScaleCovariant C F g)
    (hF : ∃ x ∈ C, F x ≠ 0) {t : ℝ} (ht : 0 < t) : 0 < g t := by
  have h1 : g 1 = 1 := by
    obtain ⟨x, hx, hne⟩ := hF
    apply mul_right_cancel₀ hne
    rw [← h 1 one_pos x hx, one_smul, one_mul]
  -- a dilation can be undone, so its factor is not zero
  have hinv : g t * g t⁻¹ = 1 := by
    rw [← factor_mul hC h hF ht (inv_pos.mpr ht), mul_inv_cancel₀ ht.ne', h1]
  have hne : g t ≠ 0 := by
    intro h0
    rw [h0, zero_mul] at hinv
    exact zero_ne_one hinv
  -- a dilation is the square of another one, so its factor is not negative
  have hsq : g t = g (Real.sqrt t) * g (Real.sqrt t) := by
    rw [← factor_mul hC h hF (Real.sqrt_pos.mpr ht) (Real.sqrt_pos.mpr ht),
      Real.mul_self_sqrt ht.le]
  have hnonneg : 0 ≤ g t := by
    rw [hsq]
    exact mul_self_nonneg _
  exact lt_of_le_of_ne hnonneg hne.symm
```

## The factor inherits continuity from F

With the same kind of x, where F(x) ≠ 0,

g(t) = F(t x) / F(x).

As t varies, t x moves along a ray inside C, on which F is continuous. So g is continuous for t > 0. In the proof, `hray` is the continuity along the ray, and the rest is division by a constant.

```lean
/-- If `F` is scale covariant, continuous and not identically zero on a scale-closed set, its
factor depends continuously on the dilation `t > 0`. -/
theorem factor_continuousOn (hC : ScaleClosed C) (h : ScaleCovariant C F g)
    (hcont : ContinuousOn F C) (hF : ∃ x ∈ C, F x ≠ 0) : ContinuousOn g (Ioi 0) := by
  obtain ⟨x, hx, hne⟩ := hF
  have hray : ContinuousOn (fun t : ℝ => F (t • x)) (Ioi 0) :=
    hcont.comp (continuous_id.smul continuous_const).continuousOn
      (fun t ht => hC t ht x hx)
  refine (hray.div_const (F x)).congr (fun t ht => ?_)
  change g t = F (t • x) / F x
  rw [h t ht x hx, mul_div_cancel_right₀ _ hne]
```

## A logarithmic variable turns the factor into a straight line

Put t = e^u and define L(u) = log g(e^u), which makes sense because g is positive. Products become sums:

L(u + v) = log( g(e^u) g(e^v) ) = L(u) + L(v).

Hence L(0) = 0, L(−u) = −L(u) and L(nu) = n L(u) for natural n. For a rational number p/q with q > 0,

q L(p/q) = L(p) = p L(1),

so L(p/q) = (p/q) L(1). By continuity L(u) = u L(1) for every real u. With k = L(1) = log g(e),

g(t) = exp(L(log t)) = exp(k log t) = t^k.

The lemma concerns any positive, continuous, multiplicative g. In its proof `hadd` is the additivity, and `map_real_smul` supplies the passage from additive and continuous to linear.

```lean
/-- A positive, continuous function of `t > 0` that turns products into products is a real
power of `t`. -/
theorem multiplicative_eq_rpow (hpos : ∀ t, 0 < t → 0 < g t)
    (hmul : ∀ s t, 0 < s → 0 < t → g (s * t) = g s * g t)
    (hcont : ContinuousOn g (Ioi 0)) : ∃ k : ℝ, ∀ t, 0 < t → g t = t ^ k := by
  -- in the logarithmic variable, log g is additive and continuous, hence linear
  have hadd : ∀ u v : ℝ, Real.log (g (Real.exp (u + v))) =
      Real.log (g (Real.exp u)) + Real.log (g (Real.exp v)) := by
    intro u v
    rw [Real.exp_add, hmul _ _ (Real.exp_pos u) (Real.exp_pos v),
      Real.log_mul (hpos _ (Real.exp_pos u)).ne' (hpos _ (Real.exp_pos v)).ne']
  let L : ℝ →+ ℝ := AddMonoidHom.mk' (fun u => Real.log (g (Real.exp u))) hadd
  have hexp : Continuous (fun u : ℝ => g (Real.exp u)) :=
    hcont.comp_continuous Real.continuous_exp (fun u => Real.exp_pos u)
  have hL : Continuous L := hexp.log (fun u => (hpos _ (Real.exp_pos u)).ne')
  refine ⟨L 1, fun t ht => ?_⟩
  have key := map_real_smul L hL (Real.log t) 1
  rw [smul_eq_mul, smul_eq_mul, mul_one] at key
  have hlog : Real.log (g t) = Real.log t * L 1 := by
    rw [← key]
    change Real.log (g t) = Real.log (g (Real.exp (Real.log t)))
    rw [Real.exp_log ht]
  rw [Real.rpow_def_of_pos ht, ← hlog, Real.exp_log (hpos t ht)]
```

## The power law for configurations

The previous steps give g(t) = t^k, and the scaling assumption becomes

F(t x) = t^k F(x).

The exponent is unique: if k′ also works, then t = e gives e^k′ = g(e) = e^k, so k′ = k.

In the theorem, `∃!` means "there is exactly one", and `t ^ k` is the real power of a positive number. The hypotheses are a scale-closed C, covariance with some factor g, continuity of F on C, and one configuration in C where F is not zero. The conclusion fixes F along each ray once its value at one point of the ray is known, and by itself it says nothing about how F depends on direction. If C contains the origin and F is not zero there, then k = 0.

```lean
/-- Scale covariance forces a power law: if `F` is scale covariant, continuous and not
identically zero on a scale-closed set, then for exactly one real `k` the factor is `t ^ k`
and `F` is homogeneous of degree `k` there. -/
theorem power_law (hC : ScaleClosed C) (h : ScaleCovariant C F g)
    (hcont : ContinuousOn F C) (hF : ∃ x ∈ C, F x ≠ 0) :
    ∃! k : ℝ, ∀ t, 0 < t → g t = t ^ k ∧ ∀ x ∈ C, F (t • x) = t ^ k * F x := by
  obtain ⟨k, hk⟩ := multiplicative_eq_rpow (fun t ht => factor_pos hC h hF ht)
    (fun s t hs ht => factor_mul hC h hF hs ht) (factor_continuousOn hC h hcont hF)
  refine ⟨k, fun t ht => ⟨hk t ht, fun x hx => ?_⟩, fun k' hk' => ?_⟩
  · rw [← hk t ht]
    exact h t ht x hx
  · -- the dilation by e reads off the exponent
    have he := (hk' _ (Real.exp_pos 1)).1.symm.trans (hk _ (Real.exp_pos 1))
    rw [Real.exp_one_rpow, Real.exp_one_rpow] at he
    exact Real.exp_injective he
```

On the half-line x > 0 there is only one ray, and every point is a dilation of 1:

f(x) = f(x · 1) = g(x) f(1) = f(1) x^k.

This is the case of the two particles at the start. The prefactor f(1) is the value at unit distance, so it depends on the unit of length unless k = 0, while k itself doesn't.

```lean
/-- One variable: if `f` is continuous and not identically zero on `x > 0`, and
`f (t x) = g t * f x` for all `t, x > 0`, then for exactly one real `k` one has `g t = t ^ k`
and `f x = f 1 * x ^ k` for all `t, x > 0`. -/
theorem power_law_half_line {f : ℝ → ℝ} (hcont : ContinuousOn f (Ioi 0))
    (hf : ∃ x, 0 < x ∧ f x ≠ 0)
    (h : ∀ t x, 0 < t → 0 < x → f (t * x) = g t * f x) :
    ∃! k : ℝ, (∀ t, 0 < t → g t = t ^ k) ∧ ∀ x, 0 < x → f x = f 1 * x ^ k := by
  have hC : ScaleClosed (Ioi (0 : ℝ)) := fun t ht x hx => mul_pos ht hx
  have hcov : ScaleCovariant (Ioi (0 : ℝ)) f g := fun t ht x hx => h t x ht hx
  obtain ⟨k, hk, huniq⟩ := power_law hC hcov hcont hf
  refine ⟨k, ⟨fun t ht => (hk t ht).1, fun x hx => ?_⟩, fun k' hk' => ?_⟩
  · -- every point is a dilation of x = 1
    have h1 := h x 1 hx one_pos
    rw [mul_one, (hk x hx).1] at h1
    rw [h1, mul_comm]
  · refine huniq k' (fun t ht => ⟨hk'.1 t ht, fun x hx => ?_⟩)
    rw [← hk'.1 t ht]
    exact hcov t ht x hx
```

## Euler's relation

Let F be differentiable at a point x of C. Differentiate F(t x) = t^k F(x) with respect to t at t = 1. The chain rule gives the derivative of F along x on the left, and the right side gives k F(x):

F′(x) x = Σᵢ xᵢ ∂F/∂xᵢ = k F(x),

where the sum is the form in Cartesian coordinates. In Lean, `F'` is the derivative at x as a linear map, and `F' x` is its value on the vector x. The two expressions are guaranteed to agree for t > 0, which suffices because this includes all t near 1; this is `heq`. Then `h1.unique` equates the two derivatives. The implication runs from scaling to the derivative; the converse, which is also part of the full form of Euler's theorem, is not proved here.

```lean
/-- Euler's relation: if `F` is scale covariant, continuous and not identically zero on a
scale-closed set, its factor is `t ^ k` for some real `k`, and at each point `x` of the set where
`F` is differentiable, its derivative along `x` is `k * F x`. -/
theorem euler_relation (hC : ScaleClosed C) (h : ScaleCovariant C F g)
    (hcont : ContinuousOn F C) (hF : ∃ x ∈ C, F x ≠ 0) :
    ∃ k : ℝ, (∀ t, 0 < t → g t = t ^ k) ∧
      ∀ x ∈ C, ∀ F' : E →L[ℝ] ℝ, HasFDerivAt F F' x → F' x = k * F x := by
  obtain ⟨k, hk, -⟩ := power_law hC h hcont hF
  refine ⟨k, fun t ht => (hk t ht).1, fun x hx F' hF' => ?_⟩
  -- differentiate F (t x) = t ^ k F x at t = 1 in two ways
  have hc : HasDerivAt (fun t : ℝ => t • x) ((1 : ℝ) • x) 1 :=
    (hasDerivAt_id' (1 : ℝ)).smul_const x
  have h1 := hF'.comp_hasDerivAt_of_eq (1 : ℝ) hc (one_smul ℝ x).symm
  have h2 : HasDerivAt (fun t : ℝ => t ^ k * F x) (k * (1 : ℝ) ^ (k - 1) * F x) 1 :=
    (Real.hasDerivAt_rpow_const (Or.inl one_ne_zero)).mul_const (F x)
  have heq : (fun t : ℝ => F (t • x)) =ᶠ[nhds 1] fun t => t ^ k * F x := by
    filter_upwards [Ioi_mem_nhds (one_pos : (0 : ℝ) < 1)] with t ht
    exact (hk t ht).2 x hx
  have h3 := h1.unique (h2.congr_of_eventuallyEq heq)
  rwa [one_smul, Real.one_rpow, mul_one] at h3
```

## The logarithm has no scaling factor

Covariance of log x with t = e and x = 1 would require

1 = log e = g(e) log 1 = 0.

So no g works.

```lean
/-- The logarithm on `x > 0` is not scale covariant with any factor. -/
theorem log_not_scaleCovariant : ¬ ∃ g : ℝ → ℝ, ScaleCovariant (Ioi (0 : ℝ)) Real.log g := by
  rintro ⟨g, h⟩
  have h1 := h (Real.exp 1) (Real.exp_pos 1) 1 (mem_Ioi.mpr one_pos)
  rw [smul_eq_mul, mul_one, Real.log_exp, Real.log_one, mul_zero] at h1
  exact one_ne_zero h1
```

The logarithm obeys a neighbouring rule, in which a dilation adds a constant: f(t x) = f(x) + c(t). The same reasoning, sketched here informally, gives c(st) = c(s) + c(t). If f is continuous, so is c, and the straight-line argument yields c(t) = k log t and f(x) = f(1) + k log x.

## Coulomb repulsion of two particles

Let r₁ and r₂ be the positions of two particles in three dimensions. A configuration is the pair (r₁, r₂), and C contains the pairs with r₁ ≠ r₂.

```lean
/-- Position space of one particle in three dimensions. -/
abbrev Space := EuclideanSpace ℝ (Fin 3)

/-- The configurations of two particles at different positions. -/
def separated : Set (Space × Space) := {p | p.1 ≠ p.2}
```

For unit charges in atomic units the repulsion is

V(r₁, r₂) = 1 / |r₁ − r₂|.

```lean
/-- The Coulomb repulsion of two unit charges in atomic units, the inverse of their distance,
for particles at different positions. -/
def coulomb (p : Space × Space) : ℝ := ‖p.1 - p.2‖⁻¹
```

A dilation keeps separate particles separate, and

V(t r₁, t r₂) = 1 / (t |r₁ − r₂|) = (1/t) V(r₁, r₂).

The distance is continuous and not zero on C, so V is continuous there, and V is not zero for a particle at some v ≠ 0 and another at the origin. These are the four parts of the last theorem, and they are the hypotheses of the power law with g(t) = 1/t, so the exponent is k = −1.

Euler's relation then reads

r₁·∇₁V + r₂·∇₂V = −V,

where ∇₁ and ∇₂ are the gradients with respect to r₁ and r₂. This is how the Coulomb energy enters the virial theorem of electronic structure, although here V is only a function of two particle positions. Averaging the relation over a stationary quantum state, and relating that average to the kinetic energy, is a separate step that these hypotheses don't supply.

```lean
/-- On the separated configurations, which are scale closed, the Coulomb repulsion is scale
covariant with factor `1 / t`, continuous and not identically zero. -/
theorem coulomb_witness :
    ScaleClosed separated ∧ ScaleCovariant separated coulomb (fun t => t⁻¹) ∧
      ContinuousOn coulomb separated ∧ ∃ p ∈ separated, coulomb p ≠ 0 := by
  refine ⟨fun t ht p hp heq => hp (smul_right_injective _ ht.ne' heq),
    fun t ht p _ => ?_, ?_, ?_⟩
  · change ‖t • p.1 - t • p.2‖⁻¹ = t⁻¹ * ‖p.1 - p.2‖⁻¹
    rw [← smul_sub, norm_smul, Real.norm_of_nonneg ht.le, mul_inv]
  · have hd : Continuous (fun p : Space × Space => ‖p.1 - p.2‖) :=
      (continuous_fst.sub continuous_snd).norm
    exact hd.continuousOn.inv₀ (fun p hp => norm_ne_zero_iff.mpr (sub_ne_zero.mpr hp))
  · obtain ⟨v, hv⟩ := exists_ne (0 : Space)
    exact ⟨(v, 0), hv, inv_ne_zero (norm_ne_zero_iff.mpr (sub_ne_zero.mpr hv))⟩

end

end ScaleCovariance
```

```lean
#print axioms ScaleCovariance.power_law_half_line
#print axioms ScaleCovariance.euler_relation
#print axioms ScaleCovariance.log_not_scaleCovariant
```

```
'ScaleCovariance.power_law_half_line' depends on axioms: [propext, Classical.choice, Quot.sound]
'ScaleCovariance.euler_relation' depends on axioms: [propext, Classical.choice, Quot.sound]
'ScaleCovariance.log_not_scaleCovariant' depends on axioms: [propext, Classical.choice, Quot.sound]
```
